# The matrix element of a gauge function between two orbitals, times their energy difference, from the transition currents on the bonds

For one particle on finitely many sites, with a Hermitian matrix `T` and a real local potential `V`, let `a` and `b` solve the eigenvalue equation of `T + V` with real energies `Ea` and `Eb`. The lemma `gauge_function_element` states that `Ea - Eb` times the matrix element ∑ₓ χ(x) a(x)* b(x) of a complex site function `χ` is half the sum, over all ordered pairs of sites, of χ(x) − χ(y) times the transition current of `T` from y into x, taken without the factor i/ħ. The vectors need not be normalised; if they are non-zero, dividing both sides by the product of their norms gives the relation for normalised orbitals. The attempt weights current conservation at each site with `χ` and sums (`h1`), uses the antisymmetry of the current to exchange the two sites (`h2`), and then puts both into the goal.

The first attempt, which Lean rejects:

```lean
import Mathlib

open Matrix

namespace GaugeFunctionElement

variable {n : Type*}

/-- The transition density `conj(a_x) b_x` of two orbitals at the site `x`. -/
def transitionDensity (a b : n → ℂ) (x : n) : ℂ := star (a x) * b x

/-- The transition current on the bond from `y` to `x` carried by the matrix `T`, without the
factor `i/ħ`: `conj(a_y) T_yx b_x - conj(a_x) T_xy b_y`. -/
def bondCurrent (T : Matrix n n ℂ) (a b : n → ℂ) (x y : n) : ℂ :=
  star (a y) * T y x * b x - star (a x) * T x y * b y

/-- Reversing a bond reverses the sign of its current. -/
theorem bondCurrent_antisymm (T : Matrix n n ℂ) (a b : n → ℂ) (x y : n) :
    bondCurrent T a b y x = -bondCurrent T a b x y := by
  unfold bondCurrent
  ring

/-- The current of a sum of two operators is the sum of their currents. -/
theorem bondCurrent_add (T V : Matrix n n ℂ) (a b : n → ℂ) (x y : n) :
    bondCurrent (T + V) a b x y = bondCurrent T a b x y + bondCurrent V a b x y := by
  simp only [bondCurrent, Matrix.add_apply]
  ring

/-- A site-diagonal operator carries no current. -/
theorem bondCurrent_of_isDiag {V : Matrix n n ℂ} (hV : V.IsDiag) (a b : n → ℂ) (x y : n) :
    bondCurrent V a b x y = 0 := by
  unfold bondCurrent
  by_cases h : x = y
  · subst h
    ring
  · rw [hV h, hV (Ne.symm h)]
    ring

variable [Fintype n]

/-- For two solutions of the eigenvalue equation of a Hermitian matrix `H`, the energy difference
times the transition density at a site is the sum of the currents of `H` into that site. -/
theorem balance_full {H : Matrix n n ℂ} (hH : H.IsHermitian) {a b : n → ℂ} {Ea Eb : ℝ}
    (ha : H *ᵥ a = (Ea : ℂ) • a) (hb : H *ᵥ b = (Eb : ℂ) • b) (x : n) :
    ((Ea : ℂ) - Eb) * transitionDensity a b x = ∑ y, bondCurrent H a b x y := by
  have ha' : ∑ y, H x y * a y = Ea * a x := by
    simpa [Matrix.mulVec, dotProduct] using congrFun ha x
  have hb' : ∑ y, H x y * b y = Eb * b x := by
    simpa [Matrix.mulVec, dotProduct] using congrFun hb x
  -- the conjugated equation for `a`
  have hs : ∑ y, star (a y) * H y x = Ea * star (a x) := by
    calc ∑ y, star (a y) * H y x = star (∑ y, H x y * a y) := by
          rw [star_sum]
          refine Finset.sum_congr rfl fun y _ => ?_
          rw [star_mul, hH.apply y x]
      _ = Ea * star (a x) := by
          rw [ha', star_mul, mul_comm]
          simp
  have hJ : ∑ y, bondCurrent H a b x y
      = (∑ y, star (a y) * H y x) * b x - star (a x) * ∑ y, H x y * b y := by
    rw [Finset.sum_mul, Finset.mul_sum, ← Finset.sum_sub_distrib]
    refine Finset.sum_congr rfl fun y _ => ?_
    unfold bondCurrent
    ring
  rw [hJ, hs, hb']
  unfold transitionDensity
  ring

/-- Discrete current conservation: for Hermitian `T` and a real local potential `V`, the energy
difference of two solutions of the eigenvalue equation of `T + V`, times their transition density
at a site, is the sum of the currents of `T` alone into that site. -/
theorem current_conservation [DecidableEq n] {T : Matrix n n ℂ} (hT : T.IsHermitian)
    (V : n → ℝ) {a b : n → ℂ} {Ea Eb : ℝ}
    (ha : (T + diagonal fun x => (V x : ℂ)) *ᵥ a = (Ea : ℂ) • a)
    (hb : (T + diagonal fun x => (V x : ℂ)) *ᵥ b = (Eb : ℂ) • b) (x : n) :
    ((Ea : ℂ) - Eb) * (star (a x) * b x)
      = ∑ y, (star (a y) * T y x * b x - star (a x) * T x y * b y) := by
  have hV : (diagonal fun x => (V x : ℂ)).IsHermitian := by
    apply Matrix.IsHermitian.ext
    intro i j
    by_cases h : i = j
    · subst h
      simp
    · simp [Matrix.diagonal_apply_ne _ h, Matrix.diagonal_apply_ne _ (Ne.symm h)]
  have h := balance_full (hT.add hV) ha hb x
  simp only [bondCurrent_add, bondCurrent_of_isDiag (Matrix.isDiag_diagonal _), add_zero] at h
  exact h

/-- For Hermitian `T` and a real local potential `V`, the energy difference of two solutions of the
eigenvalue equation of `T + V`, times the matrix element of a gauge function `χ` between them, is
half the sum over ordered pairs of sites `(x, y)` of `χ x - χ y` times the current of `T` from `y`
into `x`. -/
theorem gauge_function_element [DecidableEq n] {T : Matrix n n ℂ} (hT : T.IsHermitian)
    (V : n → ℝ) {a b : n → ℂ} {Ea Eb : ℝ}
    (ha : (T + diagonal fun x => (V x : ℂ)) *ᵥ a = (Ea : ℂ) • a)
    (hb : (T + diagonal fun x => (V x : ℂ)) *ᵥ b = (Eb : ℂ) • b) (χ : n → ℂ) :
    ((Ea : ℂ) - Eb) * ∑ x, χ x * transitionDensity a b x
      = 1 / 2 * ∑ x, ∑ y, (χ x - χ y) * bondCurrent T a b x y := by
  have h1 : ((Ea : ℂ) - Eb) * ∑ x, χ x * transitionDensity a b x
      = ∑ x, ∑ y, χ x * bondCurrent T a b x y := by
    rw [Finset.mul_sum]
    refine Finset.sum_congr rfl fun x _ => ?_
    have h : ((Ea : ℂ) - Eb) * transitionDensity a b x = ∑ y, bondCurrent T a b x y :=
      current_conservation hT V ha hb x
    rw [← Finset.mul_sum, ← h]
    ring
  -- exchange the names of the two sites
  have h2 : ∑ x, ∑ y, χ y * bondCurrent T a b x y
      = -∑ x, ∑ y, χ x * bondCurrent T a b x y := by
    rw [Finset.sum_comm]
    simp only [← Finset.sum_neg_distrib, ← mul_neg, ← bondCurrent_antisymm]
  simp only [sub_mul, Finset.sum_sub_distrib]
  rw [h1, h2]
  ring

end GaugeFunctionElement
```

Compiling this gives:

```
Main.lean:113:6: error: Tactic `rewrite` failed: Did not find an occurrence of the pattern
  (↑Ea - ↑Eb) * ∑ x, χ x * transitionDensity a b x
in the target expression
  ↑Ea * ∑ x, χ x * transitionDensity a b x - ↑Eb * ∑ x, χ x * transitionDensity a b x =
    1 / 2 * (∑ x, ∑ x_1, χ x * bondCurrent T a b x x_1 - ∑ x, ∑ x_1, χ x_1 * bondCurrent T a b x x_1)

n : Type u_1
inst✝¹ : Fintype n
inst✝ : DecidableEq n
T : Matrix n n ℂ
hT : T.IsHermitian
V : n → ℝ
a b : n → ℂ
Ea Eb : ℝ
ha : (T + diagonal fun x => ↑(V x)) *ᵥ a = ↑Ea • a
hb : (T + diagonal fun x => ↑(V x)) *ᵥ b = ↑Eb • b
χ : n → ℂ
h1 : (↑Ea - ↑Eb) * ∑ x, χ x * transitionDensity a b x = ∑ x, ∑ y, χ x * bondCurrent T a b x y
h2 : ∑ x, ∑ y, χ y * bondCurrent T a b x y = -∑ x, ∑ y, χ x * bondCurrent T a b x y
⊢ ↑Ea * ∑ x, χ x * transitionDensity a b x - ↑Eb * ∑ x, χ x * transitionDensity a b x =
    1 / 2 * (∑ x, ∑ x_1, χ x * bondCurrent T a b x x_1 - ∑ x, ∑ x_1, χ x_1 * bondCurrent T a b x x_1)
```

The repair, with which the file compiles:

```diff
@@ -110,6 +110,7 @@
     rw [Finset.sum_comm]
     simp only [← Finset.sum_neg_distrib, ← mul_neg, ← bondCurrent_antisymm]
+  rw [h1]
   simp only [sub_mul, Finset.sum_sub_distrib]
-  rw [h1, h2]
+  rw [h2]
   ring
 
```

What went wrong. The error says that `rw [h1]` can't find the left side of `h1`, the product of `↑Ea - ↑Eb` and the sum over `χ x * transitionDensity a b x`, in the goal. It was there until the line before. The call `simp only [sub_mul, Finset.sum_sub_distrib]` is meant to split the factor `χ x - χ y` on the right, but `sub_mul` applies to any difference multiplied from the right, so it also expands the energy difference on the left. The goal then holds `↑Ea * ∑ …  - ↑Eb * ∑ …`, while `h1` still has the unexpanded product, and `rw` looks for that form without undoing the distribution.

The repair moves `rw [h1]` before the `simp only`, where the product is still whole. This replaces the left side by a double sum with no difference for `sub_mul` to expand, so the simplification now splits only the right side. `rw [h2]` then turns the second double sum there into minus the first, and `ring` closes the goal, since half of a sum plus half of the same sum is the whole.
